# Normalised Franck-Condon factors can still be wrong: the displaced oscillator in two levels

An oscillator basis can be cut off before or after the displacement operator is formed. Here the cut comes first: the ladder matrix $a$ is restricted to $N$ levels, and the displacement is the exponential of the antisymmetric matrix $z(a^{T}-a)$ built from it, where the real number $z$ sets the size of the shift. The squared entries of this exponential are the truncated Franck-Condon factors. The exact 0-0 factor, with which they are compared, is defined independently of any basis, as the squared overlap integral of two Gaussian ground states.

The model has one harmonic mode, whose frequency is the same in both electronic states and whose equilibrium position shifts. With the cut made first, the factors out of each level sum to one whatever the size of the basis, so the sum says nothing about whether the basis was large enough.

```lean
import Mathlib

open Matrix MeasureTheory Filter Topology
open scoped Real

namespace TruncatedFranckCondon

noncomputable section
```

## The ladder matrix and its exponential

Number the levels $0, 1, \dots, N-1$. The lowering operator acts as $a|j\rangle = \sqrt{j}\,|j-1\rangle$, so its matrix has the entries

$$a_{ij} = \sqrt{j}\ \text{ if } i+1=j, \qquad a_{ij}=0 \ \text{ otherwise.}$$

In Lean the levels are the elements of `Fin N`, and the entries are real.

```lean
/-- The lowering operator of the harmonic oscillator, cut off to the lowest `N` levels. -/
def lowering (N : ℕ) : Matrix (Fin N) (Fin N) ℝ :=
  Matrix.of fun i j => if i.val + 1 = j.val then √(j.val : ℝ) else 0
```

For a real parameter $z$ the truncated displacement operator is

$$D = \exp\big(z(a^{T}-a)\big).$$

This is the matrix exponential, given by the power series, and not the exponential of each entry. In the dimensionless coordinate $x = (a+a^{T})/\sqrt2$ of the full oscillator, $a^{T}-a$ stands for $-\sqrt2\,d/dx$, so the untruncated operator moves a wavefunction by $\sqrt2\,z$.

```lean
/-- The displacement operator `exp (z (aᵀ - a))` built from the truncated ladder matrix. -/
def displacement (N : ℕ) (z : ℝ) : Matrix (Fin N) (Fin N) ℝ :=
  NormedSpace.exp (z • ((lowering N)ᵀ - lowering N))
```

The truncated factor between levels $m$ and $n$ is the squared entry $D_{mn}^2$.

```lean
/-- The Franck-Condon factor between levels `m` and `n` computed in the truncated basis. -/
def truncatedFC (N : ℕ) (z : ℝ) (m n : Fin N) : ℝ :=
  (displacement N z m n) ^ 2
```

## The exact factor as an overlap integral

The normalised ground state of the oscillator is

$$\psi(x) = \pi^{-1/4}\,e^{-x^2/2}.$$

```lean
/-- The oscillator ground state in the dimensionless coordinate `x`. -/
def groundState (x : ℝ) : ℝ :=
  (√(√π))⁻¹ * Real.exp (-x ^ 2 / 2)
```

Two such states with centres $\sqrt2\,z$ apart have the 0-0 factor

$$F(z) = \left(\int_{-\infty}^{\infty}\psi(x)\,\psi(x-\sqrt2\,z)\,dx\right)^{2}.$$

The separation matches the shift produced by the untruncated displacement operator, so `exactFC` and `truncatedFC` refer to the same physical displacement.

```lean
/-- The exact 0-0 Franck-Condon factor: the squared overlap of two oscillator ground states
whose centres lie `√2 z` apart. -/
def exactFC (z : ℝ) : ℝ :=
  (∫ x : ℝ, groundState x * groundState (x - √2 * z)) ^ 2
```

## Orthogonality at every cutoff

Write $G = z(a^{T}-a)$. Transposing exchanges the two terms, so $G^{T}=-G$. The transpose of an exponential is the exponential of the transpose, and $-G$ commutes with $G$. Therefore

$$D^{T}D = e^{-G}e^{G} = e^{0} = 1.$$

The size of the matrix plays no part in this. In the proof, `hT` is the antisymmetry and `hcomm` is the commutation that allows the two exponents to be added.

```lean
/-- The truncated displacement operator is orthogonal for every cutoff and displacement. -/
theorem displacement_orthogonal (N : ℕ) (z : ℝ) :
    (displacement N z)ᵀ * displacement N z = 1 := by
  -- the generator is antisymmetric
  have hT : (z • ((lowering N)ᵀ - lowering N))ᵀ = -(z • ((lowering N)ᵀ - lowering N)) := by
    rw [transpose_smul, transpose_sub, transpose_transpose, ← smul_neg, neg_sub]
  have hcomm : Commute (-(z • ((lowering N)ᵀ - lowering N)))
      (z • ((lowering N)ᵀ - lowering N)) :=
    (Commute.refl (z • ((lowering N)ᵀ - lowering N))).neg_left
  rw [displacement, ← Matrix.exp_transpose, hT, ← Matrix.exp_add_of_commute _ _ hcomm,
    neg_add_cancel, NormedSpace.exp_zero]
```

The diagonal entry $(n,n)$ of $D^{T}D=1$ reads

$$\sum_m D_{mn}D_{mn} = \sum_m D_{mn}^2 = 1,$$

which is the sum rule for transitions out of level $n$. The proof takes this one entry of the matrix identity and rewrites each product as a square.

```lean
/-- The truncated Franck-Condon factors out of any level sum to one, for every cutoff and
displacement. -/
theorem truncatedFC_sum (N : ℕ) (z : ℝ) (n : Fin N) :
    ∑ m, truncatedFC N z m n = 1 := by
  have h := congrFun (congrFun (displacement_orthogonal N z) n) n
  rw [Matrix.mul_apply, Matrix.one_apply_eq] at h
  rw [← h]
  refine Finset.sum_congr rfl fun m _ => ?_
  rw [truncatedFC, transpose_apply, sq]
```

## Two levels give a rotation

For $N=2$ the only non-zero entry is $a_{01}=\sqrt1=1$.

```lean
/-- With two levels the lowering operator is the matrix `[[0, 1], [0, 0]]`. -/
theorem lowering_two : lowering 2 = !![0, 1; 0, 0] := by
  ext i j
  fin_cases i <;> fin_cases j <;> simp [lowering]
```

The generator is then $zJ$ with

$$J = a^{T}-a = \begin{pmatrix}0&-1\\1&0\end{pmatrix}, \qquad J^2=-1.$$

Since $J$ squares to $-1$, the map $\varphi(x+iy) = x\,1+yJ$ respects sums and products, and it carries the complex numbers into the real $2\times2$ matrices. It is linear on a finite-dimensional space, hence continuous, so it can be applied to the exponential series term by term:

$$e^{zJ} = \varphi(e^{iz}) = \cos z\,1+\sin z\,J = \begin{pmatrix}\cos z&-\sin z\\ \sin z&\cos z\end{pmatrix}.$$

In Lean, $\varphi$ is `Complex.liftAux _ hJ`, where `hJ` states $J^2=-1$. The step `hgen` identifies the generator with $\varphi(iz)$, `NormedSpace.map_exp` moves $\varphi$ through the exponential, and the last lines insert the real and imaginary parts of $e^{iz}$.

```lean
open scoped Matrix.Norms.Operator in
/-- With two levels the displacement operator is a plane rotation by the angle `z`. -/
theorem displacement_two (z : ℝ) :
    displacement 2 z = !![Real.cos z, -Real.sin z; Real.sin z, Real.cos z] := by
  -- the generator squares to -1, so it plays the role of the imaginary unit
  have hJ : (!![0, -1; 1, 0] : Matrix (Fin 2) (Fin 2) ℝ) * !![0, -1; 1, 0] = -1 := by
    ext i j
    fin_cases i <;> fin_cases j <;> simp [Matrix.mul_apply, Fin.sum_univ_succ]
  have hc : Continuous (Complex.liftAux _ hJ) :=
    (Complex.liftAux _ hJ).toLinearMap.continuous_of_finiteDimensional
  have hgen : z • ((lowering 2)ᵀ - lowering 2)
      = Complex.liftAux _ hJ ((z : ℂ) * Complex.I) := by
    rw [lowering_two, Complex.liftAux_apply]
    ext i j
    fin_cases i <;> fin_cases j <;> simp
  -- carry Euler's formula over to matrices
  rw [displacement, hgen]
  refine Eq.trans (b := Complex.liftAux _ hJ (Complex.exp ((z : ℂ) * Complex.I))) ?_ ?_
  · rw [Complex.exp_eq_exp_ℂ]
    exact (NormedSpace.map_exp (Complex.liftAux _ hJ) hc ((z : ℂ) * Complex.I)).symm
  rw [Complex.liftAux_apply, Complex.exp_ofReal_mul_I_re, Complex.exp_ofReal_mul_I_im]
  ext i j
  fin_cases i <;> fin_cases j <;> simp [Matrix.algebraMap_matrix_apply]
```

Squaring the upper left entry gives the truncated 0-0 factor, $\cos^2 z$. It is periodic in the displacement, although the overlap of two Gaussians that move apart can only decrease.

```lean
/-- With two levels the truncated 0-0 Franck-Condon factor is `cos² z`. -/
theorem truncatedFC_two (z : ℝ) : truncatedFC 2 z 0 0 = Real.cos z ^ 2 := by
  rw [truncatedFC, displacement_two]
  simp
```

## The Gaussian overlap

The exponents of the two ground states add up to

$$-\frac{x^2}{2}-\frac{(x-\sqrt2\,z)^2}{2} = -\frac{z^2}{2}-\left(x-\frac{\sqrt2\,z}{2}\right)^{2}.$$

The product is a Gaussian centred midway between the two wells. Shifting the integration variable removes the centre, and $\int e^{-x^2}dx=\sqrt\pi$ cancels the normalisation $\pi^{-1/2}$. The overlap is $e^{-z^2/2}$, and its square is

$$F(z)=e^{-z^2}.$$

In the proof `hprod` completes the square, with `hA` combining the two normalisation constants, and `hgauss` evaluates the shifted integral.

```lean
/-- The exact 0-0 Franck-Condon factor of the displaced oscillator is `exp (-z²)`. -/
theorem exactFC_eq (z : ℝ) : exactFC z = Real.exp (-z ^ 2) := by
  have h2 : √(2 : ℝ) ^ 2 = 2 := Real.sq_sqrt (by norm_num)
  have hA : (√(√π))⁻¹ * (√(√π))⁻¹ = (√π)⁻¹ := by
    rw [← mul_inv, Real.mul_self_sqrt (Real.sqrt_nonneg _)]
  -- complete the square: the product is a Gaussian centred midway
  have hprod : ∀ x : ℝ, groundState x * groundState (x - √2 * z)
      = (Real.exp (-z ^ 2 / 2) * (√π)⁻¹) * Real.exp (-1 * (x - √2 * z / 2) ^ 2) := by
    intro x
    have he : Real.exp (-x ^ 2 / 2) * Real.exp (-(x - √2 * z) ^ 2 / 2)
        = Real.exp (-z ^ 2 / 2) * Real.exp (-1 * (x - √2 * z / 2) ^ 2) := by
      rw [← Real.exp_add, ← Real.exp_add]
      congr 1
      linear_combination (-(z ^ 2 / 4)) * h2
    unfold groundState
    linear_combination
      (Real.exp (-x ^ 2 / 2) * Real.exp (-(x - √2 * z) ^ 2 / 2)) * hA + (√π)⁻¹ * he
  have hgauss : ∫ x : ℝ, Real.exp (-1 * (x - √2 * z / 2) ^ 2) = √(π / 1) :=
    (integral_sub_right_eq_self (μ := volume)
      (fun x : ℝ => Real.exp (-1 * x ^ 2)) (√2 * z / 2)).trans (integral_gaussian 1)
  have hpi : √π ≠ 0 := (Real.sqrt_pos.mpr Real.pi_pos).ne'
  unfold exactFC
  simp_rw [hprod]
  rw [integral_const_mul, hgauss, div_one, mul_assoc, inv_mul_cancel₀ hpi, mul_one, sq,
    ← Real.exp_add]
  congr 1
  ring
```

## Perfect sums and a vanished line at $z=\pi/2$

At $z=\pi/2$ the rotation is by a right angle, and

$$D=\begin{pmatrix}0&-1\\1&0\end{pmatrix}.$$

Both columns of squared entries sum to one. The truncated 0-0 factor is $\cos^2(\pi/2)=0$, while the exact one is

$$e^{-(\pi/2)^2}\approx e^{-2.467}\approx 0.085.$$

The two-level calculation puts all the Franck-Condon weight from level 0 into the 0-1 line. The exact 0-1 factor is $z^2e^{-z^2}\approx0.209$, so the two lowest lines together carry about 29% of the weight, and the other 71% belongs to levels that the basis lacks. Orthogonality forces the truncated matrix to place that missing weight somewhere among the levels it has.

The theorem joins four statements: the sum rule for each of the two levels, the zero, the exact value and its positivity. The first comes from the general sum rule, and the others follow from the two closed forms.

```lean
/-- At `z = π/2` the two-level Franck-Condon factors out of each level sum exactly to one, yet
the truncated 0-0 factor is zero while the exact one is `exp (-(π/2)²)`, which is positive. -/
theorem normalisation_does_not_certify :
    (∀ n, ∑ m, truncatedFC 2 (π / 2) m n = 1) ∧
      truncatedFC 2 (π / 2) 0 0 = 0 ∧
      exactFC (π / 2) = Real.exp (-(π / 2) ^ 2) ∧ 0 < exactFC (π / 2) := by
  refine ⟨truncatedFC_sum 2 _, ?_, exactFC_eq _, ?_⟩
  · rw [truncatedFC_two, Real.cos_pi_div_two]
    norm_num
  · rw [exactFC_eq]
    exact Real.exp_pos _
```

## An error that approaches one

At $z=n\pi$, with $n$ a natural number, $\sin z=0$ and so $\cos^2 z=1$. The two-level matrix is plus or minus the identity, so its factors are those of an oscillator that has not moved. The difference between the factors is

$$\cos^2(n\pi)-e^{-(n\pi)^2} = 1-e^{-(n\pi)^2}\ \longrightarrow\ 1 \qquad (n\to\infty).$$

Two probabilities cannot differ by more than one, so the error comes as close as one likes to the worst possible. At $n=0$ there is no displacement and no error; at $n=1$ the difference already exceeds 0.999. The proof establishes the closed form in `h`, and then shows that $(n\pi)^2$ grows without bound and that the exponential tends to zero.

```lean
/-- Along the displacements `z = n π` the two-level 0-0 factor minus the exact one tends to one as
`n` grows. -/
theorem truncation_error_tendsto_one :
    Tendsto (fun n : ℕ => truncatedFC 2 (n * π) 0 0 - exactFC (n * π)) atTop (𝓝 1) := by
  -- the rotation has come back to ± the identity, so the truncated factor is one
  have h : ∀ n : ℕ, truncatedFC 2 (n * π) 0 0 - exactFC (n * π)
      = 1 - Real.exp (-((n : ℝ) * π) ^ 2) := by
    intro n
    rw [truncatedFC_two, exactFC_eq, Real.cos_sq', Real.sin_nat_mul_pi]
    ring
  have hlin : Tendsto (fun n : ℕ => (n : ℝ) * π) atTop atTop :=
    tendsto_natCast_atTop_atTop.atTop_mul_const Real.pi_pos
  have hsq : Tendsto (fun n : ℕ => ((n : ℝ) * π) ^ 2) atTop atTop :=
    (tendsto_pow_atTop two_ne_zero).comp hlin
  have hexp : Tendsto (fun n : ℕ => Real.exp (-((n : ℝ) * π) ^ 2)) atTop (𝓝 0) :=
    Real.tendsto_exp_atBot.comp (tendsto_neg_atTop_atBot.comp hsq)
  simp_rw [h]
  simpa using hexp.const_sub 1

end

end TruncatedFranckCondon
```

```lean
#print axioms TruncatedFranckCondon.normalisation_does_not_certify
-- 'TruncatedFranckCondon.normalisation_does_not_certify' depends on axioms: [propext, Classical.choice, Quot.sound]
#print axioms TruncatedFranckCondon.truncation_error_tendsto_one
-- 'TruncatedFranckCondon.truncation_error_tendsto_one' depends on axioms: [propext, Classical.choice, Quot.sound]
```

## Column sums in a working code

Orthogonality and the sum rule are proved for every $N$, whereas the wrong factors are exhibited for $N=2$ only. How fast the factors converge as $N$ grows is a separate question, and so is the case of several modes, changed frequencies or mixed normal coordinates.

In a program the construction takes three lines: fill the array `a`, call a matrix exponential on `z*(a.T - a)`, and square the entries. Column sums that differ from one by more than rounding then show a mistake in the generator or in the exponential, for example a plus sign between `a.T` and `a`. Reversing the sign of the whole generator leaves the sums at one. They do not test the cutoff. For that, one can increase $N$ and watch whether the factors of interest settle. One can also compare the squared 0-0 entry with $e^{-z^2}$: if the program is otherwise correct, a clear difference shows that the basis is too small, but agreement may be accidental, since for two levels $\cos^2 z$ and $e^{-z^2}$ cross between $z=\pi/2$ and $z=\pi$.

The sums do carry information about the cutoff when the truncation comes second. If the factors are computed from exact overlap integrals and only the final levels $0,\dots,N-1$ are kept, each sum falls short of one by exactly the sum of the factors for the omitted levels. At $z=\pi/2$ with two levels kept, the sum out of level 0 would be about 0.29, and the shortfall would be plain to see.
